# Spectral resolution of a complex matrix with distinct eigenvalues from its left and right eigenvectors

Let M be a complex n × n matrix, Hermitian or not, with n distinct eigenvalues E_k, nonzero right eigenvectors r_k and nonzero left eigenvectors l_k. Then every overlap l_k·r_k is nonzero, and with l̃_k = l_k/(l_k·r_k)

∑_k r_k l̃_k = 1,  M = ∑_k E_k r_k l̃_k.

Here r_k l̃_k is the outer product, column times row. The dot is bilinear: no complex conjugate is taken.

## Left and right states in equation-of-motion coupled cluster

The similarity-transformed Hamiltonian of coupled-cluster theory is in general not Hermitian, so its left states are not in general the conjugates of its right states. Equation-of-motion transition properties use both, and each pair can be scaled to unit overlap by dividing by l_k·r_k. For a finite matrix without degeneracies, the result says that this divisor is never exactly zero and that a sum over all n states is complete.

If an eigensolver returns u with u†M = E u†, then l is the complex conjugate of u.

## From biorthogonality to closure

Evaluate l_j·M r_k by acting to the right and to the left:

E_k (l_j·r_k) = E_j (l_j·r_k), so (E_j − E_k)(l_j·r_k) = 0.

Hence l_j·r_k = 0 for j ≠ k.

The r_k are linearly independent. If ∑_k c_k r_k = 0, applying the product of (M − E_i) over all i ≠ j leaves

c_j ∏_{i≠j} (E_j − E_i) r_j = 0,

so c_j = 0. Being n in number, the r_k span the space. If l_k·r_k were zero, l_k would be orthogonal to every r_j, hence to every vector, and would itself vanish. So l_k·r_k ≠ 0.

Let L have rows l̃_k and R have columns r_k. Then (LR)_jk = l̃_j·r_k = δ_jk, so LR = 1. Both matrices are square, so RL = 1 as well, which is the closure relation. Multiplying it by M from the left m times gives

M^m = ∑_k E_k^m r_k l̃_k.

The case m = 1 is the spectral form. Between vectors a and b, with unscaled l_k,

a·M^m b = ∑_k E_k^m (a·r_k)(l_k·b)/(l_k·r_k).

## A 2 × 2 instance and a Jordan block

Take M with rows (0, 2) and (1, 1), counting from 0 as Lean does:

E_0 = −1, r_0 = (2, −1), l_0 = (1, −1)
E_1 = 2, r_1 = (1, 1), l_1 = (1, 2)

Both overlaps l_k·r_k are 3, and l_0·r_1 = l_1·r_0 = 0. The scaled outer products, written by rows, are

P_0 = ⅓ [2, −2; −1, 1],  P_1 = ⅓ [1, 2; 1, 2].

Their sum is the identity, and −P_0 + 2P_1 = [0, 2; 1, 1] = M.

When two eigenvalues merge, the overlap can vanish. For the Jordan block [e, 1; 0, e] with right eigenvector x and left eigenvector y, the right equation forces x_1 = 0 and the left one y_0 = 0, so y·x = 0. Nonzero eigenvectors alone therefore do not ensure a nonzero overlap.

## The Lean source

```lean
import Mathlib

open Matrix

namespace EOMSpectralResolution

variable {n : Type*} [Fintype n]

/-- Right eigenvectors `r k` and left eigenvectors `l k` of a complex matrix `M`, all nonzero,
for eigenvalues `E k` that are pairwise distinct and as many as the dimension. -/
structure EigenSystem (M : Matrix n n ℂ) (E : n → ℂ) (r l : n → n → ℂ) : Prop where
  distinct : Function.Injective E
  right_eq : ∀ k, M *ᵥ r k = E k • r k
  left_eq : ∀ k, l k ᵥ* M = E k • l k
  right_ne : ∀ k, r k ≠ 0
  left_ne : ∀ k, l k ≠ 0

/-- The left eigenvector scaled to unit overlap with its right partner, `l k / (l k · r k)`;
meant for nonzero overlap `l k · r k`. -/
noncomputable def scaledLeft (r l : n → n → ℂ) (k : n) : n → ℂ :=
  (l k ⬝ᵥ r k)⁻¹ • l k

variable {M : Matrix n n ℂ} {E : n → ℂ} {r l : n → n → ℂ}

/-- In an eigensystem with distinct eigenvalues, the left eigenvector of one state is
orthogonal to the right eigenvector of every other state. -/
theorem EigenSystem.biorthogonal (h : EigenSystem M E r l) {j k : n} (hjk : j ≠ k) :
    l j ⬝ᵥ r k = 0 := by
  -- evaluate `l j M r k` by acting to the right and to the left
  have key := Matrix.dotProduct_mulVec (l j) M (r k)
  rw [h.right_eq, h.left_eq, dotProduct_smul, smul_dotProduct, smul_eq_mul,
    smul_eq_mul] at key
  have h0 : (E j - E k) * (l j ⬝ᵥ r k) = 0 := by linear_combination -key
  exact (mul_eq_zero.mp h0).resolve_left (sub_ne_zero.mpr (h.distinct.ne hjk))

variable [DecidableEq n]

/-- In an eigensystem with distinct eigenvalues, the left and right eigenvectors of the same
state have nonzero overlap. -/
theorem EigenSystem.overlap_ne_zero (h : EigenSystem M E r l) (k : n) :
    l k ⬝ᵥ r k ≠ 0 := by
  intro h0
  -- the right eigenvectors are linearly independent, so they span the space
  have hli : LinearIndependent ℂ r :=
    Module.End.eigenvectors_linearIndependent' (Matrix.toLin' M) E h.distinct r
      (fun i => ⟨Module.End.mem_eigenspace_iff.mpr
        (by rw [Matrix.toLin'_apply]; exact h.right_eq i), h.right_ne i⟩)
  have hu : IsUnit (Matrix.of r) := Matrix.linearIndependent_rows_iff_isUnit.mp hli
  have hdet : (Matrix.of r).det ≠ 0 := ((Matrix.isUnit_iff_isUnit_det _).mp hu).ne_zero
  -- a left eigenvector orthogonal to all of them would vanish
  apply h.left_ne k
  apply Matrix.eq_zero_of_mulVec_eq_zero hdet
  funext j
  change r j ⬝ᵥ l k = 0
  rw [dotProduct_comm]
  by_cases hjk : k = j
  · rw [← hjk]
    exact h0
  · exact h.biorthogonal hjk

/-- After scaling, the left and right eigenvectors of an eigensystem with distinct eigenvalues
are biorthonormal. -/
theorem EigenSystem.biorthonormal (h : EigenSystem M E r l) (j k : n) :
    scaledLeft r l j ⬝ᵥ r k = if j = k then 1 else 0 := by
  unfold scaledLeft
  rw [smul_dotProduct, smul_eq_mul]
  split_ifs with hjk
  · rw [← hjk]
    exact inv_mul_cancel₀ (h.overlap_ne_zero j)
  · rw [h.biorthogonal hjk, mul_zero]

/-- Closure relation: for an eigensystem with distinct eigenvalues, the outer products of right
and scaled left eigenvectors sum to the identity. -/
theorem EigenSystem.closure (h : EigenSystem M E r l) :
    ∑ k, vecMulVec (r k) (scaledLeft r l k) = 1 := by
  have hLR : Matrix.of (scaledLeft r l) * (Matrix.of r)ᵀ = 1 := by
    ext j k
    rw [Matrix.mul_apply', Matrix.one_apply]
    exact h.biorthonormal j k
  -- a one-sided inverse of a square matrix is two-sided
  have hRL := mul_eq_one_comm.mp hLR
  rw [← hRL]
  ext i j
  rw [Matrix.sum_apply, Matrix.mul_apply]
  rfl

/-- For an eigensystem with distinct eigenvalues, every power of `M` is the sum over states of
the same power of the eigenvalue times the outer product of right and scaled left eigenvector. -/
theorem EigenSystem.pow_eq_sum (h : EigenSystem M E r l) (m : ℕ) :
    M ^ m = ∑ k, E k ^ m • vecMulVec (r k) (scaledLeft r l k) := by
  -- `M` acts on each outer product through its right eigenvector
  have act : ∀ (k : n) (w : n → ℂ),
      M * vecMulVec (r k) w = E k • vecMulVec (r k) w := by
    intro k w
    ext i j
    have hk : ∑ x, M i x * r k x = E k * r k i := congrFun (h.right_eq k) i
    rw [Matrix.mul_apply]
    simp only [Matrix.vecMulVec_apply, Matrix.smul_apply, smul_eq_mul]
    calc ∑ x, M i x * (r k x * w j) = (∑ x, M i x * r k x) * w j := by
          rw [Finset.sum_mul]
          exact Finset.sum_congr rfl (fun x _ => by ring)
      _ = E k * (r k i * w j) := by rw [hk]; ring
  induction m with
  | zero => simp only [pow_zero, one_smul, h.closure]
  | succ m ih =>
    rw [pow_succ', ih, Finset.mul_sum]
    refine Finset.sum_congr rfl (fun k _ => ?_)
    rw [Matrix.mul_smul, act, smul_smul, pow_succ]

/-- Spectral resolution of a complex matrix with as many distinct eigenvalues as dimensions:
every overlap `l k · r k` is nonzero, and with the left eigenvectors scaled to unit overlap the
outer products sum to the identity and, weighted by the eigenvalues, to `M`. -/
theorem spectral_resolution (h : EigenSystem M E r l) :
    (∀ k, l k ⬝ᵥ r k ≠ 0) ∧
    (∀ k, scaledLeft r l k ⬝ᵥ r k = 1) ∧
    ∑ k, vecMulVec (r k) (scaledLeft r l k) = 1 ∧
    M = ∑ k, E k • vecMulVec (r k) (scaledLeft r l k) := by
  refine ⟨h.overlap_ne_zero, fun k => ?_, h.closure, ?_⟩
  · rw [h.biorthonormal, if_pos rfl]
  · have h1 := h.pow_eq_sum 1
    simp only [pow_one] at h1
    exact h1

/-- Spectral moments as a sum over states: for an eigensystem with distinct eigenvalues,
`a · M^m b` is the sum of `E k ^ m` times `(a · r k) (l k · b) / (l k · r k)`. -/
theorem spectral_moment (h : EigenSystem M E r l) (a b : n → ℂ) (m : ℕ) :
    a ⬝ᵥ (M ^ m *ᵥ b) =
      ∑ k, E k ^ m * ((a ⬝ᵥ r k) * (l k ⬝ᵥ b) / (l k ⬝ᵥ r k)) := by
  -- the matrix element between `a` and `b` is linear in the matrix
  let φ : Matrix n n ℂ →ₗ[ℂ] ℂ :=
    { toFun := fun A => a ⬝ᵥ (A *ᵥ b)
      map_add' := fun A B => by rw [Matrix.add_mulVec, dotProduct_add]
      map_smul' := fun c A => by
        rw [Matrix.smul_mulVec, dotProduct_smul, RingHom.id_apply] }
  have outer : ∀ x y : n → ℂ, φ (vecMulVec x y) = (a ⬝ᵥ x) * (y ⬝ᵥ b) := by
    intro x y
    have hxy : vecMulVec x y *ᵥ b = (y ⬝ᵥ b) • x := by
      ext i
      simp only [Matrix.mulVec, dotProduct, Matrix.vecMulVec_apply, Pi.smul_apply,
        smul_eq_mul, Finset.sum_mul]
      exact Finset.sum_congr rfl (fun j _ => by ring)
    change a ⬝ᵥ (vecMulVec x y *ᵥ b) = _
    rw [hxy, dotProduct_smul, smul_eq_mul, mul_comm]
  change φ (M ^ m) = _
  rw [h.pow_eq_sum m, map_sum]
  refine Finset.sum_congr rfl (fun k _ => ?_)
  rw [map_smul, outer, scaledLeft, smul_dotProduct, smul_eq_mul, smul_eq_mul, div_eq_mul_inv]
  ring

/-- For the two-dimensional Jordan block with eigenvalue `e`, every left eigenvector is
orthogonal to every right eigenvector. -/
theorem jordan_block_overlap_zero (e : ℂ) (x y : Fin 2 → ℂ)
    (hx : !![e, 1; 0, e] *ᵥ x = e • x) (hy : y ᵥ* !![e, 1; 0, e] = e • y) :
    y ⬝ᵥ x = 0 := by
  have h1 : x 1 = 0 := by
    have h := congrFun hx 0
    simp [Matrix.mulVec, dotProduct, Fin.sum_univ_two] at h
    linear_combination h
  have h0 : y 0 = 0 := by
    have h := congrFun hy 1
    simp [Matrix.vecMul, dotProduct, Fin.sum_univ_two] at h
    linear_combination h
  simp [dotProduct, Fin.sum_univ_two, h0, h1]

/-- The nonsymmetric matrix with rows `(0, 2)` and `(1, 1)` has an eigensystem with the distinct
eigenvalues `-1` and `2`. -/
theorem eigenSystem_witness :
    EigenSystem !![0, 2; 1, 1] ![-1, 2] ![![2, -1], ![1, 1]] ![![1, -1], ![1, 2]] where
  distinct := by
    intro i j
    fin_cases i <;> fin_cases j <;> norm_num
  right_eq := by
    intro k
    ext i
    fin_cases k <;> fin_cases i <;>
      norm_num [Matrix.mulVec, dotProduct, Fin.sum_univ_two]
  left_eq := by
    intro k
    ext i
    fin_cases k <;> fin_cases i <;>
      norm_num [Matrix.vecMul, dotProduct, Fin.sum_univ_two]
  right_ne := by
    intro k hk
    have h0 := congrFun hk 0
    revert h0
    fin_cases k <;> simp
  left_ne := by
    intro k hk
    have h0 := congrFun hk 0
    revert h0
    fin_cases k <;> simp

end EOMSpectralResolution
```

```lean
#print axioms EOMSpectralResolution.spectral_resolution
-- 'EOMSpectralResolution.spectral_resolution' depends on axioms: [propext, Classical.choice, Quot.sound]
#print axioms EOMSpectralResolution.spectral_moment
-- 'EOMSpectralResolution.spectral_moment' depends on axioms: [propext, Classical.choice, Quot.sound]
#print axioms EOMSpectralResolution.jordan_block_overlap_zero
-- 'EOMSpectralResolution.jordan_block_overlap_zero' depends on axioms: [propext, Classical.choice, Quot.sound]
```

## Reading the theorems and their proofs

In Lean, `n` is a finite index set, not a number; it labels both components and states. `EigenSystem` collects the hypotheses, with `distinct` expressing the absence of degeneracy. `*ᵥ` and `ᵥ*` are the right and left actions of M, `⬝ᵥ` is the bilinear dot, `vecMulVec` the outer product and `scaledLeft` is l̃. `spectral_resolution` states the opening result and `spectral_moment` the last formula of the derivation.

`biorthogonal` moves M across the dot product with `Matrix.dotProduct_mulVec`. `overlap_ne_zero` takes linear independence from Mathlib and turns it into a nonzero determinant of `Matrix.of r`, whose rows are the r_k; a vector orthogonal to all of them is then zero. `closure` reverses LR = 1 with `mul_eq_one_comm`, `pow_eq_sum` is an induction on m, and `spectral_moment` applies a linear map to that sum. The last two theorems treat the Jordan block and check the eigensystem of the 2 × 2 instance.

That M represents a particular molecule's transformed Hamiltonian in a chosen excitation space is left to the user. Symmetry degeneracies violate `distinct` unless M is restricted to a block without them. The sums in the theorems run over all n states; closure fails if any state is left out, and a sum over the few lowest roots does not in general reproduce M. The theorems give no lower bound on |l_k·r_k|, so near a degeneracy the division may still be ill-conditioned in floating point.
